# Counting s-wave levels in a spherical box: a wall phase that rises continuously and strictly from zero gives the shift $\delta(k_F)/\pi$ to within less than one level

## Levels as zeros of the wall phase

To count electron levels with and without a scatterer, one must first say what a level is. Here it is a wave number fixed by one boundary condition, with the scatterer entering only through a given phase-shift function; no Hamiltonian appears. Take a non-interacting electron of mass $m_e$ and energy $\hbar^2k^2/2m_e$ in the $s$-wave channel of a spherical box of radius $R$, with a central potential of shorter range at the origin. Write the wave function as $u(r)/r$, with $r$ the distance from the centre. Beyond the potential $u'' = -k^2u$, so
$$u(r) \propto \sin\big(kr + \delta(k)\big),$$
where $\delta(k)$ is the phase shift. A hard wall demands $u(R) = 0$, that is $\sin\varphi(k) = 0$ with the wall phase $\varphi(k) = kR + \delta(k)$. This link to the radial equation is an assumption of the model: in Lean, `δ : ℝ → ℝ` is an arbitrary real function.

```lean
import Mathlib

open Real Set

namespace FriedelLevelCounting

noncomputable section

/-- Phase `k R + δ(k)` of the s-wave radial function at the wall of a box of radius `R`. -/
def phase (R : ℝ) (δ : ℝ → ℝ) (k : ℝ) : ℝ := k * R + δ k
```

The occupied levels are those with $0 < k \le k_F$, where $k_F$ is the Fermi wave number. The interval `Ioc 0 kF` leaves out $k = 0$, where the sine form of $u$ vanishes identically once $\delta(0) = 0$, and includes a level lying exactly at $k_F$. Spin, higher angular momenta and bound states, which have no real $k$, are not counted. Write $N$ for the number of elements of `levels R δ kF` and $N_0$ for that of the free gas, $\delta = 0$.

```lean
/-- Wave numbers `0 < k ≤ kF` at which `sin (k R + δ(k))` vanishes. -/
def levels (R : ℝ) (δ : ℝ → ℝ) (kF : ℝ) : Set ℝ :=
  {k | k ∈ Ioc 0 kF ∧ sin (phase R δ k) = 0}

/-- Levels of the free gas, with zero phase shift. -/
def freeLevels (R kF : ℝ) : Set ℝ := levels R (fun _ => 0) kF
```

An impenetrable sphere of radius $a$ forces $u(a) = 0$, so $u \propto \sin k(r-a)$ and $\delta(k) = -ka$. It serves below as the explicit example.

```lean
/-- s-wave phase shift `δ(k) = -k a` of a hard sphere of radius `a`. -/
def hardSphere (a k : ℝ) : ℝ := -(k * a)
```

## Conditions on the phase shift

The function $u$ fixes $\delta$ only modulo $\pi$. Two hypotheses select one branch: $\delta$ is continuous on $[0,k_F]$ (`hc`), and $\delta(0) = 0$ (`h0`). Together they also exclude a potential with a zero-energy resonance, for which $\delta$ tends to $\pi/2$ modulo $\pi$ as $k \to 0$, so that no continuous branch starts at $0$. Since $kR$ is continuous, so is $\varphi$.

```lean
/-- A phase shift continuous on `[0, kF]` gives a wall phase continuous on `[0, kF]`. -/
theorem phase_continuousOn {R kF : ℝ} {δ : ℝ → ℝ} (hc : ContinuousOn δ (Icc 0 kF)) :
    ContinuousOn (phase R δ) (Icc 0 kF) := by
  show ContinuousOn (fun k => k * R + δ k) _
  fun_prop
```

The third hypothesis, `hm`, says that $\varphi$ is strictly increasing on $[0,k_F]$: the wave accumulates more phase across the box as $k$ grows, and the scatterer never removes phase faster than the free path adds it. It is assumed and not derived from a potential. For differentiable $\delta$ one has $\varphi' = R + \delta'$, so $\delta' > -R$ on $(0,k_F)$ suffices, and a phase shift whose slope is bounded below meets this in a large enough box. The lemma computes the derivative `1 * R + δ' x` and passes from positive derivative to strict growth with `strictMonoOn_of_deriv_pos`. The later theorems take `hm` directly and need no derivative.

```lean
/-- If `δ` is continuous on `[0, kF]` with slope above `-R` inside, the wall phase is
strictly increasing on `[0, kF]`. -/
theorem phase_strictMonoOn_of_slope {R kF : ℝ} {δ δ' : ℝ → ℝ}
    (hc : ContinuousOn δ (Icc 0 kF)) (hd : ∀ k ∈ Ioo 0 kF, HasDerivAt δ (δ' k) k)
    (hs : ∀ k ∈ Ioo 0 kF, -R < δ' k) : StrictMonoOn (phase R δ) (Icc 0 kF) := by
  refine strictMonoOn_of_deriv_pos (convex_Icc 0 kF) (phase_continuousOn hc) ?_
  intro x hx
  rw [interior_Icc] at hx
  have h : HasDerivAt (phase R δ) (1 * R + δ' x) x :=
    ((hasDerivAt_id' x).mul_const R).fun_add (hd x hx)
  rw [h.deriv]
  linarith [hs x hx]
```

## The phase maps levels onto multiples of $\pi$

Let $\varphi$ be continuous and strictly increasing on $[0,k_F]$ with $\varphi(0) = 0$, and put $M = \lfloor\varphi(k_F)/\pi\rfloor$. If $k \in (0,k_F]$ is a level, then $\varphi(k) = n\pi$ for an integer $n$, and monotonicity gives
$$0 = \varphi(0) < n\pi \le \varphi(k_F),$$
hence $0 < n \le M$. Conversely, if $0 < n \le M$ then $n\pi$ lies in $(\varphi(0), \varphi(k_F)]$, and the intermediate value theorem supplies $k \in (0,k_F]$ with $\varphi(k) = n\pi$, which is a level. So the image of the level set under $\varphi$ is $\{n\pi : 0 < n \le M\}$. The two branches of the proof are these two directions: `h1` and `h2` are the displayed inequalities, `Int.le_floor` turns $n \le M$ into $n \le \varphi(k_F)/\pi$, and `intermediate_value_Ioc` gives the wave number.

```lean
/-- A continuous, strictly increasing phase `φ` with `φ(0) = 0` maps the zeros of `sin φ` in
`(0, kF]` onto the multiples `n π` with `0 < n ≤ ⌊φ(kF)/π⌋`. -/
theorem image_zeros {φ : ℝ → ℝ} {kF : ℝ} (hk : 0 ≤ kF) (hc : ContinuousOn φ (Icc 0 kF))
    (hm : StrictMonoOn φ (Icc 0 kF)) (h0 : φ 0 = 0) :
    φ '' {k | k ∈ Ioc 0 kF ∧ sin (φ k) = 0}
      = (fun n : ℤ => (n : ℝ) * π) '' Ioc (0 : ℤ) ⌊φ kF / π⌋ := by
  have h0m : (0 : ℝ) ∈ Icc 0 kF := ⟨le_rfl, hk⟩
  have hFm : kF ∈ Icc 0 kF := ⟨hk, le_rfl⟩
  ext y
  constructor
  · -- a level has phase n π, and monotonicity confines it to (0, φ kF]
    rintro ⟨k, ⟨⟨hk0, hkF⟩, hs⟩, rfl⟩
    obtain ⟨n, hn⟩ := Real.sin_eq_zero_iff.1 hs
    have hkm : k ∈ Icc 0 kF := ⟨hk0.le, hkF⟩
    have h1 : 0 < φ k := by
      have h := hm h0m hkm hk0
      rwa [h0] at h
    have h2 : φ k ≤ φ kF := hm.monotoneOn hkm hFm hkF
    refine ⟨n, ⟨?_, ?_⟩, hn⟩
    · have hpos : (0 : ℝ) < n := by
        by_contra h
        have h' := mul_nonneg (neg_nonneg.2 (not_lt.1 h)) pi_pos.le
        nlinarith
      exact_mod_cast hpos
    · rw [Int.le_floor, le_div_iff₀ pi_pos]
      linarith
  · -- each n π in (0, φ kF] is reached, by the intermediate value theorem
    rintro ⟨n, ⟨hn0, hnF⟩, rfl⟩
    rw [Int.le_floor, le_div_iff₀ pi_pos] at hnF
    have hpos : 0 < (n : ℝ) * π := mul_pos (by exact_mod_cast hn0) pi_pos
    obtain ⟨k, hk', hφ⟩ := intermediate_value_Ioc hk hc
      (show (n : ℝ) * π ∈ Ioc (φ 0) (φ kF) from ⟨by rw [h0]; exact hpos, hnF⟩)
    exact ⟨k, ⟨hk', by rw [hφ]; exact sin_int_mul_pi n⟩, hφ⟩
```

A strictly increasing $\varphi$ is one-to-one, and so is $n \mapsto n\pi$. The levels are therefore as many as the integers $1,\dots,M$:
$$N = \left\lfloor \frac{k_FR + \delta(k_F)}{\pi} \right\rfloor .$$
The theorem `level_count` states this for every $k_F \ge 0$, where $k_F = 0$ gives $N = 0$, and with no sign condition on $R$. It also states that the level set is finite, which matters because `ncard` returns $0$ for an infinite set. The facts `hinj` and `hpi` are the two injectivity statements; `he` carries the cardinality, first as the possibly infinite `encard`, across both maps to the integer interval; and `hnn`, which is $\varphi(k_F) \ge 0$, makes $M$ a natural number.

```lean
/-- For continuous `δ` with `δ(0) = 0` and strictly increasing wall phase, the levels in
`(0, kF]` are finitely many and their number is `⌊(kF R + δ(kF))/π⌋`. -/
theorem level_count {R kF : ℝ} {δ : ℝ → ℝ} (hk : 0 ≤ kF) (hc : ContinuousOn δ (Icc 0 kF))
    (h0 : δ 0 = 0) (hm : StrictMonoOn (phase R δ) (Icc 0 kF)) :
    (levels R δ kF).Finite ∧ ((levels R δ kF).ncard : ℤ) = ⌊(kF * R + δ kF) / π⌋ := by
  have hp0 : phase R δ 0 = 0 := by simp [phase, h0]
  have himg : phase R δ '' levels R δ kF
      = (fun n : ℤ => (n : ℝ) * π) '' Ioc (0 : ℤ) ⌊phase R δ kF / π⌋ :=
    image_zeros hk (phase_continuousOn hc) hm hp0
  have hsub : levels R δ kF ⊆ Icc 0 kF := by
    intro k hk'
    obtain ⟨⟨hk0, hkF⟩, -⟩ := hk'
    exact mem_Icc.2 ⟨hk0.le, hkF⟩
  have hinj : InjOn (phase R δ) (levels R δ kF) :=
    hm.injOn.mono hsub
  have hpi : Function.Injective (fun n : ℤ => (n : ℝ) * π) := by
    intro a b hab
    have h : (a : ℝ) = b := mul_right_cancel₀ pi_ne_zero hab
    exact_mod_cast h
  -- both maps are injective, so the levels are as many as the integers in (0, ⌊phase/π⌋]
  have he : (levels R δ kF).encard = ((⌊phase R δ kF / π⌋.toNat : ℕ) : ℕ∞) := by
    rw [← hinj.encard_image, himg, hpi.encard_image, ← Finset.coe_Ioc,
      Set.encard_coe_eq_coe_finsetCard, Int.card_Ioc, sub_zero]
  have hnn : 0 ≤ phase R δ kF := by
    have h := hm.monotoneOn ⟨le_rfl, hk⟩ ⟨hk, le_rfl⟩ hk
    rwa [hp0] at h
  refine ⟨Set.finite_of_encard_eq_coe he, ?_⟩
  rw [Set.ncard_def, he, ENat.toNat_natCast]
  exact Int.toNat_of_nonneg (Int.floor_nonneg.2 (div_nonneg hnn pi_pos.le))
```

For $\delta = 0$ the phase $kR$ is strictly increasing because $R > 0$. The levels are $k = n\pi/R$ and $N_0 = \lfloor k_FR/\pi\rfloor$.

```lean
/-- The free gas has finitely many levels in `(0, kF]`, namely `⌊kF R/π⌋`. -/
theorem free_level_count {R kF : ℝ} (hR : 0 < R) (hk : 0 ≤ kF) :
    (freeLevels R kF).Finite ∧ ((freeLevels R kF).ncard : ℤ) = ⌊kF * R / π⌋ := by
  have hm : StrictMonoOn (phase R (fun _ => 0)) (Icc 0 kF) := by
    intro a _ b _ hab
    simp only [phase]
    nlinarith
  have h := level_count (R := R) (δ := fun _ => 0) hk continuousOn_const rfl hm
  simpa only [freeLevels, add_zero] using h
```

## The shift in the number of levels

Put $x = (k_FR + \delta(k_F))/\pi$ and $y = k_FR/\pi$, so that $x = y + \delta(k_F)/\pi$. Then
$$N - N_0 - \frac{\delta(k_F)}{\pi} = (y - \lfloor y\rfloor) - (x - \lfloor x\rfloor).$$
Each bracket lies in $[0,1)$, so their difference lies strictly between $-1$ and $1$:
$$\left| N - \Big(N_0 + \frac{\delta(k_F)}{\pi}\Big) \right| < 1 .$$
In `level_shift` the facts `e1` and `e2` insert the two counts, `hs` is the relation between $x$ and $y$, and `a1`, `a2`, `b1`, `b2` are the bounds $\lfloor t\rfloor \le t < \lfloor t\rfloor + 1$ for $t = x$ and $t = y$, which `linarith` combines.

```lean
/-- The number of levels differs from the free number plus `δ(kF)/π` by less than one. -/
theorem level_shift {R kF : ℝ} {δ : ℝ → ℝ} (hR : 0 < R) (hk : 0 ≤ kF)
    (hc : ContinuousOn δ (Icc 0 kF)) (h0 : δ 0 = 0)
    (hm : StrictMonoOn (phase R δ) (Icc 0 kF)) :
    |((levels R δ kF).ncard : ℝ) - ((freeLevels R kF).ncard + δ kF / π)| < 1 := by
  have e1 : ((levels R δ kF).ncard : ℝ) = (⌊(kF * R + δ kF) / π⌋ : ℤ) := by
    rw [← (level_count hk hc h0 hm).2, Int.cast_natCast]
  have e2 : ((freeLevels R kF).ncard : ℝ) = (⌊kF * R / π⌋ : ℤ) := by
    rw [← (free_level_count hR hk).2, Int.cast_natCast]
  have hs : (kF * R + δ kF) / π = kF * R / π + δ kF / π := add_div _ _ _
  -- each floor lies within one unit below its argument
  have a1 := Int.floor_le ((kF * R + δ kF) / π)
  have a2 := Int.lt_floor_add_one ((kF * R + δ kF) / π)
  have b1 := Int.floor_le (kF * R / π)
  have b2 := Int.lt_floor_add_one (kF * R / π)
  rw [e1, e2, abs_lt]
  constructor <;> linarith
```

This is the counting step behind the Friedel sum rule, for non-interacting electrons in one channel and one spin direction of a finite box. The sum rule adds such shifts over spin and over all angular momenta $l$ with weight $2l+1$, adds the electrons in bound states, which on the branch $\delta(0) = 0$ used here are not contained in the shift, and equates the total to the impurity charge that is screened; the theorems contain neither that sum nor the screening condition, and say nothing of the spatial oscillations of the density. The bound does not depend on $R$: in this one-channel model, an integer level count in a box of any size for which `hm` holds locates $\delta(k_F)/\pi$ within an open interval of half-width one around $N - N_0$.

When $\delta(k_F) = m\pi$ with $m$ an integer, $x = y + m$ and $\lfloor y + m\rfloor = \lfloor y\rfloor + m$, which is `Int.floor_add_intCast`. The shift is then exact, $N = N_0 + m$.

```lean
/-- If `δ(kF) = m π` with `m` an integer, the number of levels is exactly the free number
plus `m`. -/
theorem level_shift_exact {R kF : ℝ} {δ : ℝ → ℝ} (hR : 0 < R) (hk : 0 ≤ kF)
    (hc : ContinuousOn δ (Icc 0 kF)) (h0 : δ 0 = 0)
    (hm : StrictMonoOn (phase R δ) (Icc 0 kF)) (m : ℤ) (hF : δ kF = m * π) :
    ((levels R δ kF).ncard : ℤ) = (freeLevels R kF).ncard + m := by
  have hs : (kF * R + δ kF) / π = kF * R / π + m := by
    rw [hF, add_div, mul_div_assoc (m : ℝ), div_self pi_ne_zero, mul_one]
  rw [(level_count hk hc h0 hm).2, (free_level_count hR hk).2, hs, Int.floor_add_intCast]
```

## Phase shifts that violate one condition

The following examples, all with $R = \pi$, are worked in the prose alone and have no Lean proof. Let $\delta = \pi$ for all $k$, continuous with increasing phase but $\delta(0) \ne 0$. The zeros of the sine are the free ones, so $N = N_0$, while the floor formula gives $N_0 + 1$. Let instead $k_F = 1/2$, with $\delta = 0$ for $k \le 1/4$ and $\delta = \pi$ above. The phase increases but jumps over $\pi$, so $N = 0$ against $\lfloor 3/2\rfloor = 1$. Finally let $k_F = 1$ and choose $\delta$ so that $\varphi = 3\pi k$ up to $k = 1/2$ and $\varphi = 5\pi/2 - 2\pi k$ beyond. The phase crosses $\pi$ at $k = 1/3$ and again at $k = 3/4$, so $N = 2$ against $\lfloor 1/2\rfloor = 0$. The first two examples are the free gas written with a shifted or jumping branch of $\delta$. The third is a counter-example for an arbitrary function $\delta$ and is not physically admissible: for a real, energy-independent potential of range below $R$ the radial equation gives $k\varphi' > \sin\varphi\cos\varphi$, so the phase passes multiples of $\pi$ only upward, whereas here it passes $\pi$ downward at $k = 3/4$.

## The hard sphere and the constant one

For $\delta = -ka$ the phase is $k(R-a)$, which is continuous, zero at $k = 0$ and strictly increasing when $a < R$. The lemma asks only for $a < R$; a physical sphere also has $a \ge 0$.

```lean
/-- The phase shift of a hard sphere smaller than the box is continuous, vanishes at `k = 0`
and gives a strictly increasing wall phase. -/
theorem hardSphere_witness {R a : ℝ} (kF : ℝ) (ha : a < R) :
    ContinuousOn (hardSphere a) (Icc 0 kF) ∧ hardSphere a 0 = 0 ∧
      StrictMonoOn (phase R (hardSphere a)) (Icc 0 kF) := by
  refine ⟨?_, by simp [hardSphere], ?_⟩
  · show ContinuousOn (fun k : ℝ => -(k * a)) _
    fun_prop
  · intro x _ y _ hxy
    simp only [phase, hardSphere]
    nlinarith [mul_pos (sub_pos.2 hxy) (sub_pos.2 ha)]
```

The general count then gives $N = \lfloor k_F(R-a)/\pi\rfloor$, the number of levels $n\pi/(R-a)$ of a shell of thickness $R - a$ that lie at or below $k_F$.

```lean
/-- With a hard sphere of radius `a < R` the number of levels is `⌊kF (R - a)/π⌋`. -/
theorem hardSphere_count {R a kF : ℝ} (hk : 0 ≤ kF) (ha : a < R) :
    ((levels R (hardSphere a) kF).ncard : ℤ) = ⌊kF * (R - a) / π⌋ := by
  obtain ⟨hc, h0, hm⟩ := hardSphere_witness kF ha
  have hs : kF * R + hardSphere a kF = kF * (R - a) := by
    unfold hardSphere
    ring
  rw [(level_count hk hc h0 hm).2, hs]
```

Take $R = \pi$, $k_F = 1$ and $a = \varepsilon\pi$ with $0 < \varepsilon < 1$. The free gas has its first level exactly at $k_F$, so $N_0 = 1$. The sphere pushes that level to $1/(1-\varepsilon) > 1$, so $N = \lfloor 1-\varepsilon\rfloor = 0$, while $\delta(k_F)/\pi = -\varepsilon$. The deviation is
$$0 - (1 - \varepsilon) = -(1-\varepsilon).$$
The theorem `level_shift_sharp` states this value, with `e1`, `e2` and `s3` as the three numbers just computed. Its magnitude approaches $1$ as $\varepsilon \to 0$, so no smaller constant can replace $1$ in a bound that holds for all admissible $R$, $k_F$ and $\delta$.

```lean
/-- For `R = π`, `kF = 1` and a hard sphere of radius `ε π` with `0 < ε < 1`, the number of
levels minus the free number minus `δ(kF)/π` equals `-(1 - ε)`. -/
theorem level_shift_sharp {ε : ℝ} (h0 : 0 < ε) (h1 : ε < 1) :
    ((levels π (hardSphere (ε * π)) 1).ncard : ℝ)
      - ((freeLevels π 1).ncard + hardSphere (ε * π) 1 / π) = -(1 - ε) := by
  have ha : ε * π < π := by nlinarith [pi_pos]
  have c1 := hardSphere_count (kF := 1) zero_le_one ha
  have c2 := (free_level_count (kF := 1) pi_pos zero_le_one).2
  have s1 : 1 * (π - ε * π) / π = 1 - ε := by
    rw [div_eq_iff pi_ne_zero]
    ring
  have f1 : ⌊1 - ε⌋ = 0 := Int.floor_eq_zero_iff.2 ⟨by linarith, by linarith⟩
  have s3 : hardSphere (ε * π) 1 / π = -ε := by
    rw [div_eq_iff pi_ne_zero]
    unfold hardSphere
    ring
  rw [s1, f1] at c1
  rw [one_mul, div_self pi_ne_zero, Int.floor_one] at c2
  have e1 : ((levels π (hardSphere (ε * π)) 1).ncard : ℝ) = 0 := by exact_mod_cast c1
  have e2 : ((freeLevels π 1).ncard : ℝ) = 1 := by exact_mod_cast c2
  rw [e1, e2, s3]
  ring

end

end FriedelLevelCounting
```

```lean
#print axioms FriedelLevelCounting.level_count
-- 'FriedelLevelCounting.level_count' depends on axioms: [propext, Classical.choice, Quot.sound]
#print axioms FriedelLevelCounting.level_shift
-- 'FriedelLevelCounting.level_shift' depends on axioms: [propext, Classical.choice, Quot.sound]
#print axioms FriedelLevelCounting.level_shift_exact
-- 'FriedelLevelCounting.level_shift_exact' depends on axioms: [propext, Classical.choice, Quot.sound]
#print axioms FriedelLevelCounting.level_shift_sharp
-- 'FriedelLevelCounting.level_shift_sharp' depends on axioms: [propext, Classical.choice, Quot.sound]
```
